# The parabolic-barrier factor of a P-bead ring polymer: closed form, crossover and large-P limit

A ring-polymer rate calculation has to fix the number of beads, and one check on that choice is to compare the finite-bead tunnelling factor of a one-dimensional parabolic barrier with its infinite-bead value. Both quantities are defined at temperatures where every internal mode of the ring is stable at the barrier top, and these lie above the crossover temperature introduced below. The file below puts the finite-bead factor in closed form, states how strong the barrier curvature may be for that form to hold, and proves its limit.

```lean
import Mathlib

open Finset Real Topology
open Filter (Tendsto atTop)

namespace RingPolymerParabolicBarrier

noncomputable section

/-- Scaled normal-mode frequency `w_k = 2P sin(kπ/P)` of a ring polymer with `P` beads. -/
def freq (P k : ℕ) : ℝ := 2 * P * sin (k * π / P)

/-- The `P`-bead parabolic-barrier factor `∏_{k=1}^{P-1} w_k / √(w_k² - u²)` for scaled
barrier frequency `u`. -/
def kappa (P : ℕ) (u : ℝ) : ℝ := ∏ k ∈ Ico 1 P, freq P k / √(freq P k ^ 2 - u ^ 2)

/-- The phase factor `exp(2ia)`. -/
def phase (a : ℝ) : ℂ := Complex.exp (((2 * a : ℝ) : ℂ) * Complex.I)

/-- The `n`-th power of a phase factor multiplies its angle by `n`. -/
theorem phase_pow (a : ℝ) (n : ℕ) : phase a ^ n = phase (n * a) := by
  unfold phase
  rw [← Complex.exp_nat_mul]
  congr 1
  push_cast
  ring

/-- The distance between `exp(2ia)` and `exp(2ib)` is `|2 sin(a - b)|`. -/
theorem chord (a b : ℝ) : ‖phase a - phase b‖ = |2 * sin (a - b)| := by
  unfold phase
  rw [← sq_eq_sq₀ (norm_nonneg _) (abs_nonneg _), Complex.sq_norm, Complex.normSq_apply, sq_abs]
  simp only [Complex.sub_re, Complex.sub_im, Complex.exp_ofReal_mul_I_re,
    Complex.exp_ofReal_mul_I_im]
  have h1 := cos_sub (2 * a) (2 * b)
  have h2 : cos (2 * a - 2 * b) = 1 - 2 * sin (a - b) ^ 2 := by
    rw [show 2 * a - 2 * b = 2 * (a - b) by ring, cos_two_mul, cos_sq']
    ring
  linear_combination sin_sq_add_cos_sq (2 * a) + sin_sq_add_cos_sq (2 * b) + 2 * h1 - 2 * h2

/-- For `P ≥ 1`, the product of `z - exp(2πik/P)` over `k = 1, …, P-1` is `1 + z + ⋯ + z^(P-1)`. -/
theorem prod_sub_phase (P : ℕ) (hP : 0 < P) (z : ℂ) :
    ∏ k ∈ Ico 1 P, (z - phase (k * π / P)) = ∑ j ∈ range P, z ^ j := by
  have hζ : IsPrimitiveRoot (phase (π / P)) P := by
    have e : phase (π / P) = Complex.exp (2 * π * Complex.I / P) := by
      unfold phase; congr 1; push_cast; ring
    rw [e]
    exact Complex.isPrimitiveRoot_exp P hP.ne'
  have h1 := X_pow_sub_C_eq_prod hζ hP (one_pow P : (1 : ℂ) ^ P = 1)
  rw [Finset.range_eq_Ico, Finset.prod_eq_prod_Ico_succ_bot hP] at h1
  simp only [pow_zero, mul_one, Polynomial.C_1, zero_add] at h1
  -- cancel the centroid factor `X - 1`
  have h2 : ∏ k ∈ Ico 1 P, (Polynomial.X - Polynomial.C (phase (π / P) ^ k))
      = ∑ j ∈ range P, (Polynomial.X : Polynomial ℂ) ^ j := by
    apply mul_left_cancel₀ (Polynomial.X_sub_C_ne_zero (1 : ℂ))
    rw [Polynomial.C_1, ← h1, mul_comm, geom_sum_mul]
  have h3 := congrArg (Polynomial.evalRingHom z) h2
  rw [_root_.map_prod, _root_.map_sum] at h3
  calc _ = ∏ k ∈ Ico 1 P, (z - phase (π / P) ^ k) :=
        prod_congr rfl fun k _ => by rw [phase_pow, mul_div_assoc]
    _ = _ := by simpa using h3

/-- For `P ≥ 1`, the product of `|2 sin(θ - kπ/P)|` over `k = 1, …, P-1` is the modulus of
`∑_{j<P} exp(2iθ)^j`. -/
theorem prod_abs_sin (P : ℕ) (hP : 0 < P) (θ : ℝ) :
    ∏ k ∈ Ico 1 P, |2 * sin (θ - k * π / P)| = ‖∑ j ∈ range P, phase θ ^ j‖ := by
  rw [← prod_sub_phase P hP, norm_prod]
  exact prod_congr rfl fun k _ => (chord _ _).symm

/-- For `P ≥ 1` and `u = 2P sin θ`, the product of `|w_k² - u²|` over the non-centroid
modes, times `sin² θ`, equals `(P^(P-1) sin(Pθ))²`. -/
theorem barrier_determinant (P : ℕ) (hP : 0 < P) (θ : ℝ) :
    sin θ ^ 2 * ∏ k ∈ Ico 1 P, |freq P k ^ 2 - (2 * P * sin θ) ^ 2|
      = ((P : ℝ) ^ (P - 1) * sin (P * θ)) ^ 2 := by
  -- geometric sum in modulus
  have key : ∀ t : ℝ, |sin t| * ∏ k ∈ Ico 1 P, |2 * sin (t - k * π / P)| = |sin (P * t)| := by
    intro t
    have h := congrArg norm (geom_sum_mul (phase t) P)
    have h0 : phase 0 = 1 := by simp [phase]
    have c1 := chord t 0
    have c2 := chord (P * t) 0
    rw [h0, sub_zero, abs_mul, abs_two] at c1 c2
    rw [norm_mul, phase_pow t P, c1, c2] at h
    rw [prod_abs_sin P hP]
    linear_combination (1 / 2) * h
  -- each factor splits as sin² a - sin² θ = sin (a - θ) sin (a + θ)
  have fac : ∀ k : ℕ, |freq P k ^ 2 - (2 * P * sin θ) ^ 2|
      = (P : ℝ) ^ 2 * (|2 * sin (θ - k * π / P)| * |2 * sin (-θ - k * π / P)|) := by
    intro k
    have e : freq P k ^ 2 - (2 * P * sin θ) ^ 2
        = (P : ℝ) ^ 2 * (2 * sin (θ - k * π / P) * (2 * sin (-θ - k * π / P))) := by
      unfold freq
      rw [sin_sub, sin_sub, sin_neg, cos_neg]
      linear_combination (-4 * (P : ℝ) ^ 2 * sin (k * π / P) ^ 2) * sin_sq_add_cos_sq θ
        + (4 * (P : ℝ) ^ 2 * sin θ ^ 2) * sin_sq_add_cos_sq (k * π / P)
    rw [e, abs_mul, abs_mul (2 * sin (θ - _)), abs_of_nonneg (sq_nonneg (P : ℝ))]
  have k1 := key θ
  have k2 := key (-θ)
  rw [mul_neg, sin_neg, sin_neg, abs_neg, abs_neg] at k2
  have k3 := congr($k1 * $k2)
  simp only [fac, prod_mul_distrib, prod_const, Nat.card_Ico]
  rw [← sq_abs (sin θ), mul_pow, ← sq_abs (sin (P * θ))]
  linear_combination ((P : ℝ) ^ (P - 1)) ^ 2 * k3

/-- The mode `k = 1` has the lowest frequency among the non-centroid modes. -/
theorem freq_one_le {P k : ℕ} (hk : k ∈ Ico 1 P) : freq P 1 ≤ freq P k := by
  obtain ⟨h1, h2⟩ := mem_Ico.1 hk
  have hP : (0 : ℝ) < P := by exact_mod_cast (by omega : 0 < P)
  have h1' : (1 : ℝ) ≤ k := by exact_mod_cast h1
  have h2' : (k : ℝ) + 1 ≤ P := by exact_mod_cast (by omega : k + 1 ≤ P)
  have hx : 0 < π / (P : ℝ) := by positivity
  have hxP : P * (π / (P : ℝ)) = π := by field_simp
  unfold freq
  rw [Nat.cast_one, one_mul, mul_div_assoc]
  generalize π / (P : ℝ) = x at hx hxP ⊢
  have m1 := mul_nonneg (sub_nonneg.2 h1') hx.le
  have m2 := mul_nonneg (sub_nonneg.2 h2') hx.le
  have a := sin_nonneg_of_nonneg_of_le_pi (x := (k * x - x) / 2) (by nlinarith) (by nlinarith)
  have b := cos_nonneg_of_mem_Icc (x := (k * x + x) / 2) ⟨by nlinarith [pi_pos], by nlinarith⟩
  have h : sin x ≤ sin (k * x) := by nlinarith [mul_nonneg a b, sin_sub_sin (k * x) x]
  exact mul_le_mul_of_nonneg_left h (by positivity)

/-- For `P ≥ 2` and `0 < u < w_1`, the `P`-bead parabolic-barrier factor equals
`(u/2) / sin(P arcsin(u/2P))`. -/
theorem kappa_eq {P : ℕ} {u : ℝ} (hP : 2 ≤ P) (hu : 0 < u) (hw : u < freq P 1) :
    kappa P u = (u / 2) / sin (P * arcsin (u / (2 * P))) := by
  have hP0 : 0 < P := by omega
  have hPr : (0 : ℝ) < P := by exact_mod_cast hP0
  have hx : 0 < π / (P : ℝ) := by positivity
  have hq : 0 < u / (2 * P) := by positivity
  have hlt : u / (2 * P) < sin (π / P) := by
    have h := hw
    unfold freq at h
    rw [Nat.cast_one, one_mul] at h
    rw [div_lt_iff₀ (by positivity)]
    linarith
  obtain ⟨θ, hθ⟩ : ∃ θ, θ = arcsin (u / (2 * P)) := ⟨_, rfl⟩
  rw [← hθ]
  have hs : sin θ = u / (2 * P) := by
    rw [hθ, sin_arcsin (by linarith) (hlt.le.trans (sin_le_one _))]
  have hu' : 2 * P * sin θ = u := by rw [hs]; field_simp
  -- the angle lies in (0, π/P), so sin (Pθ) > 0
  have hθ0 : 0 < θ := by rw [hθ]; exact arcsin_pos.2 hq
  have hθ2 : θ ≤ π / 2 := by rw [hθ]; exact arcsin_le_pi_div_two _
  have hθ1 : θ < π / P := by
    by_contra hc
    have := sin_le_sin_of_le_of_le_pi_div_two (by linarith [pi_pos]) hθ2 (not_lt.1 hc)
    linarith
  have hσ : 0 < sin (P * θ) := by
    apply sin_pos_of_pos_of_lt_pi (by positivity)
    rw [lt_div_iff₀ hPr] at hθ1
    linarith
  have hk : ∀ k ∈ Ico 1 P, u < freq P k := fun k hk => hw.trans_le (freq_one_le hk)
  -- numerator: the sine product at zero angle
  have hnum : ∏ k ∈ Ico 1 P, freq P k = (P : ℝ) ^ (P - 1) * P := by
    have hr : ‖∑ j ∈ range P, phase 0 ^ j‖ = P := by simp [phase]
    have e : ∀ k ∈ Ico 1 P, freq P k = P * |2 * sin (0 - k * π / P)| := by
      intro k hk'
      have h := hu.trans (hk k hk')
      unfold freq at h ⊢
      have h' : 0 < (P : ℝ) * (2 * sin (k * π / P)) := by linarith
      rw [zero_sub, sin_neg, mul_neg, abs_neg, abs_of_pos ((mul_pos_iff_of_pos_left hPr).1 h')]
      ring
    rw [prod_congr rfl e, prod_mul_distrib, prod_const, Nat.card_Ico, prod_abs_sin P hP0 0, hr]
  -- denominator: square root of the determinant identity
  have hS : (∏ k ∈ Ico 1 P, √(freq P k ^ 2 - u ^ 2)) ^ 2
      = ∏ k ∈ Ico 1 P, |freq P k ^ 2 - u ^ 2| := by
    rw [← prod_pow]
    refine prod_congr rfl fun k hk' => ?_
    have h : 0 ≤ freq P k ^ 2 - u ^ 2 := by nlinarith [hk k hk']
    rw [Real.sq_sqrt h, abs_of_nonneg h]
  have hS0 : 0 ≤ ∏ k ∈ Ico 1 P, √(freq P k ^ 2 - u ^ 2) :=
    prod_nonneg fun k _ => Real.sqrt_nonneg _
  have hd := barrier_determinant P hP0 θ
  rw [hu', ← hS] at hd
  unfold kappa
  rw [prod_div_distrib, hnum]
  generalize ∏ k ∈ Ico 1 P, √(freq P k ^ 2 - u ^ 2) = S at hd hS0 ⊢
  have hQ : 0 < (P : ℝ) ^ (P - 1) * sin (P * θ) := by positivity
  have hs0 : 0 ≤ sin θ := by rw [hs]; exact hq.le
  have hd' : sin θ * S = (P : ℝ) ^ (P - 1) * sin (P * θ) :=
    (sq_eq_sq₀ (mul_nonneg hs0 hS0) hQ.le).1 (by rw [← hd]; ring)
  have hSne : S ≠ 0 := by
    intro h
    rw [h, mul_zero] at hd'
    linarith
  rw [div_eq_div_iff hSne hσ.ne']
  linear_combination (-(P : ℝ)) * hd' + (S / 2) * hu'

/-- If `f` vanishes at the origin with unit slope, then `P f(c/P)` tends to `c` as `P` grows. -/
theorem scaled_limit {f : ℝ → ℝ} (h0 : f 0 = 0) (hf : HasDerivAt f 1 0) (c : ℝ) :
    Tendsto (fun P : ℕ => (P : ℝ) * f (c / P)) atTop (𝓝 c) := by
  have hg : HasDerivAt (fun t => f (c * t)) c 0 := by
    have h1 : HasDerivAt (fun t : ℝ => c * t) c 0 :=
      ((hasDerivAt_id' (0 : ℝ)).const_mul c).congr_deriv (mul_one c)
    have h3 := hf.comp_of_eq 0 h1 (by simp)
    rw [one_mul] at h3
    exact h3
  have ht : Tendsto (fun P : ℕ => (P : ℝ)⁻¹) atTop (𝓝[>] 0) :=
    tendsto_inv_atTop_nhdsGT_zero.comp tendsto_natCast_atTop_atTop
  refine (hg.tendsto_slope_zero_right.comp ht).congr fun P => ?_
  simp [h0, div_eq_mul_inv]

/-- The frequency `w_1` lies below `2π` for every `P ≥ 1` and tends to `2π` as `P` grows. -/
theorem crossover : (∀ P : ℕ, 1 ≤ P → freq P 1 < 2 * π) ∧
    Tendsto (fun P : ℕ => freq P 1) atTop (𝓝 (2 * π)) := by
  constructor
  · intro P hP
    have hPr : (0 : ℝ) < P := by exact_mod_cast (by omega : 0 < P)
    have h := mul_lt_mul_of_pos_left (sin_lt (x := π / P) (by positivity)) hPr
    have hxP : P * (π / (P : ℝ)) = π := by field_simp
    unfold freq
    rw [Nat.cast_one, one_mul]
    linarith
  · have h := (scaled_limit (f := sin) sin_zero (by simpa using hasDerivAt_sin 0) π).const_mul 2
    refine h.congr fun P => ?_
    simp only [freq, Nat.cast_one, one_mul, mul_assoc]

/-- For fixed `0 < u < 2π` the `P`-bead parabolic-barrier factor tends to `(u/2) / sin(u/2)`
as `P` grows. -/
theorem kappa_tendsto {u : ℝ} (hu : 0 < u) (hu2 : u < 2 * π) :
    Tendsto (fun P : ℕ => kappa P u) atTop (𝓝 ((u / 2) / sin (u / 2))) := by
  have hd : HasDerivAt arcsin 1 0 := by
    simpa using hasDerivAt_arcsin (x := 0) (by norm_num) (by norm_num)
  have h2 := (continuous_sin.tendsto _).comp (scaled_limit arcsin_zero hd (u / 2))
  have hs : 0 < sin (u / 2) := sin_pos_of_pos_of_lt_pi (by linarith) (by linarith)
  have h3 : Tendsto (fun P : ℕ => (u / 2) / sin (P * arcsin (u / 2 / P))) atTop
      (𝓝 ((u / 2) / sin (u / 2))) := tendsto_const_nhds.div h2 hs.ne'
  refine h3.congr' ?_
  -- eventually u < w_1, where the closed form holds
  filter_upwards [crossover.2.eventually (lt_mem_nhds hu2), Filter.eventually_ge_atTop 2]
    with P h hP
  simp only [kappa_eq hP hu h, div_div]

end

end RingPolymerParabolicBarrier
```

```lean
#print axioms RingPolymerParabolicBarrier.kappa_tendsto
```

```
'RingPolymerParabolicBarrier.kappa_tendsto' depends on axioms: [propext, Classical.choice, Quot.sound]
```

## What the theorems say

The bead number P and the mode index k are natural numbers, and u is a real number. The definition `freq P k` is the dimensionless frequency

w_k = 2P sin(kπ/P),

and `kappa P u` is the product

κ_P(u) = ∏_{k=1}^{P−1} w_k / √(w_k² − u²).

The index set `Ico 1 P` is {1, …, P−1}, so k = 0 is left out.

The theorem `kappa_eq` assumes `2 ≤ P`, `0 < u` and `u < freq P 1`, and concludes

κ_P(u) = (u/2) / sin(P arcsin(u/2P)),

where u/2P means u/(2P). At the smallest size, P = 2, the only mode in the product has w_1 = 4. The right side is then (u/2)/(2·(u/4)·√(1 − u²/16)) = 4/√(16 − u²), which is the single factor of the product.

The theorem `crossover` has two parts: w_1 < 2π for every P ≥ 1, and w_1 → 2π as P → ∞. For P = 1 the value w_1 = 2 sin π = 0 belongs to no mode of the product, and the inequality has physical content from P = 2 on.

The theorem `kappa_tendsto` fixes u with 0 < u < 2π and states

κ_P(u) → (u/2) / sin(u/2) as P → ∞.

It does not assume u < w_1. For a given u there can be finitely many P ≥ 2 with u ≥ w_1; there Lean's square root of a non-positive number is 0, division by 0 returns 0, and `kappa P u` is a meaningless 0 that does not affect the limit.

## The physics behind the definitions

Take a particle of mass m at inverse temperature β = 1/(k_B T), with k_B Boltzmann's constant, in the potential V(x) = V₀ − ½mω_b²x², where V₀ is the barrier height and ω_b > 0 the barrier frequency. The discretised path integral has P beads x_1, …, x_P joined in a ring (x_{P+1} = x_1), at inverse temperature β/P, with spring frequency ω_P = P/(βħ), where ħ is the reduced Planck constant, and energy

U = Σ_{s=1}^{P} [½mω_P²(x_s − x_{s+1})² + V(x_s)].

On the wave exp(2πiks/P) the spring matrix has the eigenvalue

ω_k² = ω_P²(2 − 2cos(2πk/P)) = 4ω_P² sin²(kπ/P), k = 0, …, P−1.

In orthonormal real normal-mode coordinates q_k the energy separates:

U = PV₀ + Σ_{k=0}^{P−1} ½m(ω_k² − ω_b²)q_k².

The mode k = 0 is the centroid. It has ω_0 = 0, is unstable, and plays the part of the reaction coordinate. Each other mode contributes a Gaussian integral

∫ exp(−(β/P)·½m(ω_k² − ω_b²)q²) dq = √(2πP / (βm(ω_k² − ω_b²))),

which converges only for ω_k > ω_b. Dividing by the same integral for the free ring (ω_b = 0) leaves ω_k/√(ω_k² − ω_b²). With w_k = βħω_k and u = βħω_b the product of these ratios is κ_P(u).

The hypothesis u < w_1 therefore says that the softest internal mode of the ring is still stable at the barrier top. Its limit u < 2π reads T > ħω_b/(2πk_B), the crossover temperature of the barrier. Since w_1 < 2π, the softest internal mode of a ring with P ≥ 2 beads loses stability at T = ħω_b/(k_B w_1), which is the higher temperature. The limiting expression (βħω_b/2)/sin(βħω_b/2) is the quantum correction to the classical rate over a one-dimensional parabolic barrier above crossover.

The formal development begins at the product: the ring energy, the normal modes, the Gaussian integrals and the reading of κ_P as a rate factor serve to motivate `freq` and `kappa` and are not among the checked statements. The theorems concern one degree of freedom and an exactly quadratic barrier, through the single parameter u. They say nothing about κ_P for u ≥ 2π, and they give no speed of convergence in P.

## Why it is true

**Chords.** Write φ(a) = exp(2ia) for real a; this is `phase a`, and `phase_pow` is φ(a)^n = φ(na) for natural n. For real a and b,

|φ(a) − φ(b)|² = (cos 2a − cos 2b)² + (sin 2a − sin 2b)² = 2 − 2cos(2a − 2b) = 4 sin²(a − b).

The lemma `chord` follows these lines: it squares both sides of |φ(a) − φ(b)| = |2 sin(a − b)|, splits into real and imaginary parts, and closes with `linear_combination` of the Pythagorean identity, `cos_sub` and the double-angle formula.

**Roots of unity.** The number ζ = φ(π/P) = exp(2πi/P) is a primitive P-th root of unity, so as polynomials in X

X^P − 1 = (X − 1) ∏_{k=1}^{P−1} (X − ζ^k) and X^P − 1 = (X − 1) Σ_{j=0}^{P−1} X^j.

Cancelling X − 1 and evaluating at a complex z gives

∏_{k=1}^{P−1} (z − φ(kπ/P)) = Σ_{j=0}^{P−1} z^j.

In `prod_sub_phase` the factorisation is `X_pow_sub_C_eq_prod`, and the cancellation by `mul_left_cancel₀` takes place in the polynomial ring before evaluation. The identity thus holds at z = 1 as well, where it is needed below. Setting z = φ(t) for real t and taking moduli gives `prod_abs_sin`:

∏_{k=1}^{P−1} |2 sin(t − kπ/P)| = |Σ_{j=0}^{P−1} φ(t)^j|.

**The determinant identity.** The geometric sum obeys (Σ_j φ(t)^j)(φ(t) − 1) = φ(Pt) − 1. The chord formula with b = 0 gives moduli 2|sin t| and 2|sin Pt| for φ(t) − 1 and φ(Pt) − 1, hence

|sin t| ∏_{k=1}^{P−1} |2 sin(t − kπ/P)| = |sin Pt|.

This is `key` inside `barrier_determinant`. For a real angle θ and a = kπ/P, the identity sin²a − sin²θ = sin(a − θ) sin(a + θ) = sin(θ − a) sin(−θ − a) gives

w_k² − (2P sin θ)² = P² · 2 sin(θ − a) · 2 sin(−θ − a),

whose absolute value is `fac`. Multiplying `key` at t = θ by `key` at t = −θ, and collecting P − 1 factors of P², yields

sin²θ ∏_{k=1}^{P−1} |w_k² − (2P sin θ)²| = (P^{P−1} sin Pθ)².

The lemma holds for every real θ and every P ≥ 1, because the absolute values spare it any sign condition and nothing is divided.

**The softest mode.** With x = π/P and 1 ≤ k ≤ P − 1,

sin kx − sin x = 2 sin((k − 1)x/2) cos((k + 1)x/2).

The first angle lies in [0, π] and the second in [0, π/2], since (k + 1)x ≤ Px = π. Both factors are non-negative, so w_1 ≤ w_k. This is `freq_one_le`, which uses `sin_sub_sin`. Under u < w_1 every w_k exceeds u > 0.

**The closed form.** The hypothesis u < w_1 means u/2P < sin(π/P) ≤ 1, so θ = arcsin(u/2P) satisfies 2P sin θ = u (`hu'`) and 0 < θ ≤ π/2. If θ ≥ π/P held, monotonicity of the sine up to π/2 would give sin θ ≥ sin(π/P), against the hypothesis. Hence 0 < Pθ < π and sin Pθ > 0 (`hθ1`, `hσ`).

For the numerator, each w_k is positive and equals P|2 sin(0 − kπ/P)|. The sine product at t = 0 is |1 + ⋯ + 1| = P, so `hnum` reads

∏_{k=1}^{P−1} w_k = P^{P−1} · P.

For the denominator put S = ∏_{k=1}^{P−1} √(w_k² − u²). The radicands are non-negative, so S² = ∏|w_k² − u²| (`hS`), and the determinant identity becomes (S sin θ)² = (P^{P−1} sin Pθ)². Both bases are non-negative, which gives `hd'`:

S sin θ = P^{P−1} sin Pθ.

The right side is positive, so S ≠ 0, and

κ_P(u) = P^{P−1} · P / S = P sin θ / sin Pθ = (u/2) / sin Pθ.

Lean cross-multiplies with `div_eq_div_iff` and obtains the last step as a linear combination of `hd'` and `hu'`.

**The limits.** Let f be a real function with f(0) = 0 and f′(0) = 1, and let c be real. The function g(t) = f(ct) has g(0) = 0 and g′(0) = c, and P f(c/P) = g(1/P)/(1/P) is its difference quotient at step 1/P. Therefore

P f(c/P) → c.

In `scaled_limit` the chain rule gives `hg`, the statement `ht` says that 1/P tends to 0 from above, and `tendsto_slope_zero_right` turns the derivative into the limit of the quotients.

With f = sin and c = π this gives w_1 = 2 · P sin(π/P) → 2π, and the strict bound in `crossover` is sin x < x at x = π/P, multiplied by 2P. With f = arcsin, whose slope at 0 is 1/√(1 − 0²) = 1, and c = u/2 it gives P arcsin(u/2P) → u/2. The sine is continuous and sin(u/2) > 0 for 0 < u < 2π, so the closed form tends to (u/2)/sin(u/2), which is `h3`. Since w_1 → 2π > u, all sufficiently large P satisfy both u < w_1 and P ≥ 2. The `filter_upwards` step restricts to those P, where `kappa_eq` identifies κ_P(u) with the closed form, and two sequences that agree from some P onward have the same limit.
